# A tilted dipole in small-angle electron scattering has one magic collection angle, below four characteristic angles

An electron beam, well below the speed of light but much faster than the electrons it excites, drives a dipole transition with a fixed axis in a crystal. At scattering angle \(\theta\), averaged over azimuth, the loss per unit solid angle is proportional to \(\theta_E^2/(\theta^2+\theta_E^2)^2\) if the axis lies along the beam, and to \(\tfrac12\theta^2/(\theta^2+\theta_E^2)^2\) if it lies across. Here \(\theta_E=E/(\gamma mv^2)\) is the characteristic angle for energy loss \(E\), electron mass \(m\), speed \(v\) and Lorentz factor \(\gamma\approx1\).

The first orientation wins at small angles, the second beyond \(\theta=\sqrt2\,\theta_E\). A round aperture centred on a parallel beam adds up both regions, and at one semi-angle \(\alpha\), between \(\sqrt{15}\,\theta_E\) and \(4\theta_E\), the totals agree. This is the magic angle: there the collected loss is the same for every tilt \(\chi\) of the axis.

For a relativistic beam, put \(c=1/\gamma^2\) (not the speed of light). The collected loss, up to a constant factor, is

\[
L(\alpha,\chi)=\int_0^\alpha\!\int_0^{2\pi}\frac{(\theta\sin\chi\cos\varphi+c\,\theta_E\cos\chi)^2}{(\theta^2+c\,\theta_E^2)^2}\,d\varphi\,\theta\,d\theta .
\]

In Lean this is `collectedLoss`, and `IsMagicAngle` asks for \(\alpha>0\) and \(L(\alpha,\chi)=L(\alpha,0)\) for all real \(\chi\). The integral `anisotropy` will turn out to carry the tilt dependence.

```lean
import Mathlib

open scoped Real

namespace EnergyLossMagicAngle

noncomputable section

/-- The anisotropy of the loss collected up to the reduced squared angle `u ≥ 0`,
with `c = 1/γ²`. -/
def anisotropy (c u : ℝ) : ℝ := ∫ s in (0 : ℝ)..u, (s / 2 - c) / (s + 1) ^ 2

/-- The ratio `(1 + u) ln(1 + u) / u`, for `u > 0`. -/
def logRatio (u : ℝ) : ℝ := (1 + u) * Real.log (1 + u) / u

/-- Loss collected by a round aperture of semi-angle `α` from a dipole excitation whose axis is
tilted by `χ` from the beam, in the small-angle relativistic form with characteristic angle
`θE > 0` and `c = 1/γ² > 0`, up to a constant factor. -/
def collectedLoss (θE c α χ : ℝ) : ℝ :=
  ∫ θ in (0 : ℝ)..α,
    (∫ φ in (0 : ℝ)..(2 * π), (θ * Real.sin χ * Real.cos φ + c * θE * Real.cos χ) ^ 2)
      / (θ ^ 2 + c * θE ^ 2) ^ 2 * θ

/-- A magic angle is a positive collection semi-angle at which the collected loss is the same
for every tilt of the dipole axis. -/
def IsMagicAngle (θE c α : ℝ) : Prop :=
  0 < α ∧ ∀ χ, collectedLoss θE c α χ = collectedLoss θE c α 0
```

The formula for \(L\) is a definition. That a measured loss follows it, with parallel illumination, single scattering and one dipole axis, is the step left to physics.

## An open aperture: \(\alpha>0\), hence \(u>0\)

Let \(u=\alpha^2/(c\,\theta_E^2)\) be the reduced squared semi-angle. Writing \(s/2-c=\tfrac12(s+1)-(\tfrac12+c)\) gives

\[
A(c,u)=\int_0^u\frac{s/2-c}{(s+1)^2}\,ds=\tfrac12\ln(1+u)-\left(\tfrac12+c\right)\frac{u}{1+u}.
\]

A closed aperture collects nothing at any tilt, so \(u=0\) is always a root, and admitting it would destroy uniqueness. For \(u>0\) we may divide by \(u\), and \(A=0\) becomes

\[
R(u)=\frac{(1+u)\ln(1+u)}{u}=1+2c .
\]

\(R(u)\) is the slope of the chord of \(x\ln x\) from \(1\) to \(1+u\). Strict convexity makes it strictly increasing.

In `anisotropy_eq`, \(u\ge0\) keeps \(s+1\) positive, and the integral follows from an antiderivative. In `logRatio_strictMonoOn`, \(1+u\) is written as a weighted mean of \(1\) and \(1+v\) with weight \(t=u/v\), and the convexity inequality is multiplied by \(v\).

```lean
/-- Closed form of the anisotropy for `u ≥ 0`. -/
theorem anisotropy_eq (c : ℝ) {u : ℝ} (hu : 0 ≤ u) :
    anisotropy c u = (Real.log (1 + u) - (1 + 2 * c) * (u / (1 + u))) / 2 := by
  have hpos : ∀ s ∈ Set.uIcc 0 u, s + 1 ≠ 0 := by
    intro s hs
    rw [Set.uIcc_of_le hu] at hs
    linarith [hs.1]
  have hd : ∀ s ∈ Set.uIcc 0 u, HasDerivAt
      (fun s : ℝ => 1 / 2 * Real.log (s + 1) + (1 / 2 + c) / (s + 1))
      ((s / 2 - c) / (s + 1) ^ 2) s := by
    intro s hs
    have h1 := hpos s hs
    have hq : HasDerivAt (fun s : ℝ => s + 1) 1 s := (hasDerivAt_id' s).add_const 1
    refine (((hq.log h1).const_mul (1 / 2)).fun_add
      ((hasDerivAt_const s (1 / 2 + c)).fun_div hq h1)).congr_deriv ?_
    field_simp
    ring
  have hc : ContinuousOn (fun s : ℝ => (s / 2 - c) / (s + 1) ^ 2) (Set.uIcc 0 u) := by
    refine ContinuousOn.div ?_ ?_ (fun s hs => pow_ne_zero 2 (hpos s hs))
    · fun_prop
    · fun_prop
  have h := intervalIntegral.integral_eq_sub_of_hasDerivAt hd hc.intervalIntegrable
  have h1 : 1 + u ≠ 0 := by linarith
  rw [anisotropy, h]
  simp only [zero_add, Real.log_one]
  rw [add_comm u 1]
  field_simp
  ring

/-- For `u > 0` the anisotropy vanishes exactly when `ln(1+u) = (1+2c) u/(1+u)`. -/
theorem anisotropy_eq_zero_iff (c : ℝ) {u : ℝ} (hu : 0 < u) :
    anisotropy c u = 0 ↔ Real.log (1 + u) = (1 + 2 * c) * (u / (1 + u)) := by
  rw [anisotropy_eq c hu.le]
  constructor <;> intro h <;> linarith

/-- For `u > 0` the anisotropy vanishes exactly when `(1+u) ln(1+u)/u = 1 + 2c`. -/
theorem anisotropy_eq_zero_iff_logRatio (c : ℝ) {u : ℝ} (hu : 0 < u) :
    anisotropy c u = 0 ↔ logRatio u = 1 + 2 * c := by
  have h1 : 1 + u ≠ 0 := by linarith
  rw [anisotropy_eq_zero_iff c hu, logRatio, ← mul_div_assoc, eq_div_iff h1,
    div_eq_iff hu.ne', mul_comm (Real.log (1 + u))]

/-- The ratio `(1+u) ln(1+u)/u` is strictly increasing for `u > 0`. -/
theorem logRatio_strictMonoOn : StrictMonoOn logRatio (Set.Ioi 0) := by
  intro u hu v hv huv
  have hu' : 0 < u := hu
  have hv' : 0 < v := hv
  obtain ⟨t, ht⟩ : ∃ t, t = u / v := ⟨_, rfl⟩
  have htv : t * v = u := by rw [ht, div_mul_cancel₀ _ hv'.ne']
  have ht0 : 0 < t := by rw [ht]; positivity
  have ht1 : t < 1 := by rw [ht, div_lt_one hv']; exact huv
  -- strict convexity of x ln x between 1 and 1 + v
  have h := Real.strictConvexOn_mul_log.2
    (show (1 : ℝ) ∈ Set.Ici 0 from Set.mem_Ici.2 zero_le_one)
    (show 1 + v ∈ Set.Ici (0 : ℝ) from Set.mem_Ici.2 (by linarith))
    (show (1 : ℝ) < 1 + v by linarith).ne
    (show 0 < 1 - t by linarith) ht0 (by ring)
  have e : (1 - t) * 1 + t * (1 + v) = 1 + u := by linear_combination htv
  simp only [smul_eq_mul, e, Real.log_one, mul_zero, zero_add] at h
  have h2 := mul_lt_mul_of_pos_right h hv'
  have e2 : t * ((1 + v) * Real.log (1 + v)) * v = (1 + v) * Real.log (1 + v) * u := by
    linear_combination (1 + v) * Real.log (1 + v) * htv
  rw [e2] at h2
  unfold logRatio
  rw [div_lt_div_iff₀ hu' hv']
  exact h2
```

## A finite Lorentz factor: \(c>0\)

Any massive electron has finite \(\gamma\), so \(c>0\). At \(c=0\) the integrand of \(A\) is positive for \(s>0\) and no positive root exists, so \(c\ge0\) would not be enough.

For existence, take \(g(u)=(1+u)\ln(1+u)-(1+2c)u\). Since \(\ln(1+2c)\le2c\), we have \(g(2c)\le0\). With \(k=1+2c\), \(\ln(1+e^k)\ge k\) gives \(g(e^k)\ge k>0\). The intermediate value theorem supplies a root \(u(c)\ge2c\), and \(c>0\) makes it positive. `existsUnique_root` follows these steps and takes uniqueness from the monotonicity of \(R\), which also makes \(u(c)\) increase with \(c\).

At \(c=1\) the condition is \(R(u)=3\). Now \(R(15)=\tfrac{64}{15}\ln2<3\), while \(\ln17\ge4\ln2+\tfrac1{17}\) gives \(R(16)\ge(68\ln2+1)/16>3\). Hence \(15<u(1)<16\).

```lean
/-- For every `c > 0` the anisotropy vanishes at exactly one `u > 0`. -/
theorem existsUnique_root {c : ℝ} (hc : 0 < c) : ∃! u, 0 < u ∧ anisotropy c u = 0 := by
  have hcont : Continuous (fun u : ℝ => (1 + u) * Real.log (1 + u) - (1 + 2 * c) * u) :=
    (Real.continuous_mul_log.comp (by fun_prop : Continuous fun u : ℝ => 1 + u)).sub
      (by fun_prop)
  have hE := Real.add_one_le_exp (1 + 2 * c)
  have hE0 := Real.exp_pos (1 + 2 * c)
  -- (1 + u) ln(1 + u) - (1 + 2c) u is at most 0 at u = 2c and at least 0 at u = exp(1 + 2c)
  have ha : (1 + 2 * c) * Real.log (1 + 2 * c) - (1 + 2 * c) * (2 * c) ≤ 0 := by
    have h := Real.log_le_sub_one_of_pos (show 0 < 1 + 2 * c by linarith)
    nlinarith
  have hb : 0 ≤ (1 + Real.exp (1 + 2 * c)) * Real.log (1 + Real.exp (1 + 2 * c))
      - (1 + 2 * c) * Real.exp (1 + 2 * c) := by
    have h := Real.log_le_log hE0 (show Real.exp (1 + 2 * c) ≤ 1 + Real.exp (1 + 2 * c) by linarith)
    rw [Real.log_exp] at h
    nlinarith
  obtain ⟨u, ⟨h1, _⟩, h2⟩ := intermediate_value_Icc
    (show 2 * c ≤ Real.exp (1 + 2 * c) by linarith) hcont.continuousOn ⟨ha, hb⟩
  have hu : 0 < u := by linarith
  have hr : logRatio u = 1 + 2 * c := by
    rw [logRatio, div_eq_iff hu.ne']
    exact sub_eq_zero.1 h2
  refine ⟨u, ⟨hu, (anisotropy_eq_zero_iff_logRatio c hu).2 hr⟩, ?_⟩
  rintro v ⟨hv, hv0⟩
  exact logRatio_strictMonoOn.injOn hv hu
    (((anisotropy_eq_zero_iff_logRatio c hv).1 hv0).trans hr.symm)

/-- The positive root of the anisotropy grows strictly with `c`. -/
theorem root_strictMono {c₁ c₂ u₁ u₂ : ℝ} (h₁ : 0 < u₁) (h₂ : 0 < u₂)
    (z₁ : anisotropy c₁ u₁ = 0) (z₂ : anisotropy c₂ u₂ = 0) (h : c₁ < c₂) : u₁ < u₂ := by
  rw [anisotropy_eq_zero_iff_logRatio _ h₁] at z₁
  rw [anisotropy_eq_zero_iff_logRatio _ h₂] at z₂
  exact (logRatio_strictMonoOn.lt_iff_lt h₁ h₂).1 (by linarith)

/-- In the nonrelativistic limit `c = 1` the positive root lies between 15 and 16. -/
theorem root_one_bounds {u : ℝ} (hu : 0 < u) (z : anisotropy 1 u = 0) : 15 < u ∧ u < 16 := by
  rw [anisotropy_eq_zero_iff_logRatio _ hu] at z
  have h16 : Real.log 16 = 4 * Real.log 2 := by
    rw [show (16 : ℝ) = 2 ^ 4 by norm_num, Real.log_pow, Nat.cast_ofNat]
  have h17 := Real.log_le_sub_one_of_pos (show (0 : ℝ) < 16 / 17 by norm_num)
  rw [Real.log_div (by norm_num) (by norm_num)] at h17
  have a : logRatio 15 < 3 := by
    rw [logRatio, show (1 : ℝ) + 15 = 16 by norm_num, h16, div_lt_iff₀ (by norm_num)]
    linarith [Real.log_two_lt_d9]
  have b : 3 < logRatio 16 := by
    rw [logRatio, show (1 : ℝ) + 16 = 17 by norm_num, lt_div_iff₀ (by norm_num)]
    linarith [Real.log_two_gt_d9]
  exact ⟨(logRatio_strictMonoOn.lt_iff_lt (Set.mem_Ioi.2 (by norm_num)) hu).1 (by linarith),
    (logRatio_strictMonoOn.lt_iff_lt hu (Set.mem_Ioi.2 (by norm_num))).1 (by linarith)⟩
```

## A real energy loss: \(\theta_E>0\)

The characteristic angle is positive when the electron loses energy. It cuts off the forward divergence: at \(\theta_E=0\) the polar integrand becomes \(\pi\sin^2\chi/\theta\), which is not integrable at zero when \(\sin\chi\ne0\). Lean assigns such an integral the value 0, which is also its value when \(\sin\chi=0\), so every positive \(\alpha\) would count as magic.

For \(\theta_E>0\), the azimuthal integral is \(\int_0^{2\pi}(a\cos\varphi+b)^2d\varphi=\pi a^2+2\pi b^2\), with \(a=\theta\sin\chi\) and \(b=c\,\theta_E\cos\chi\). Substituting \(s=\theta^2/(c\,\theta_E^2)\), so that \(\theta\,d\theta=\tfrac12c\,\theta_E^2\,ds\), gives

\[
L=\pi\int_0^u\frac{\tfrac s2\sin^2\chi+c\cos^2\chi}{(s+1)^2}ds
=\pi\left[\frac{c\,u}{1+u}+\sin^2\chi\;A(c,u)\right].
\]

`collectedLoss_eq` proves this with antiderivatives in \(\varphi\) and \(\theta\), without the substitution. `isMagicAngle_iff` compares \(\chi=\pi/2\) with \(\chi=0\) to get \(A=0\); conversely, \(A=0\) removes all dependence on \(\chi\).

```lean
/-- For `θE, c > 0` the collected loss is a tilt-independent part plus `π sin²χ` times the
anisotropy at `u = α²/(c θE²)`. -/
theorem collectedLoss_eq {θE c : ℝ} (hθ : 0 < θE) (hc : 0 < c) (α χ : ℝ) :
    collectedLoss θE c α χ =
      π * (c * (α ^ 2 / (c * θE ^ 2) / (1 + α ^ 2 / (c * θE ^ 2)))
        + Real.sin χ ^ 2 * anisotropy c (α ^ 2 / (c * θE ^ 2))) := by
  -- the azimuthal integral
  have haz : ∀ a b : ℝ, ∫ φ in (0 : ℝ)..(2 * π), (a * Real.cos φ + b) ^ 2
      = π * a ^ 2 + 2 * π * b ^ 2 := by
    intro a b
    have hd : ∀ φ ∈ Set.uIcc 0 (2 * π), HasDerivAt
        (fun φ : ℝ => a ^ 2 / 2 * (φ + Real.sin φ * Real.cos φ) + 2 * a * b * Real.sin φ
          + b ^ 2 * φ) ((a * Real.cos φ + b) ^ 2) φ := by
      intro φ _
      refine (((((hasDerivAt_id' φ).fun_add ((Real.hasDerivAt_sin φ).fun_mul
        (Real.hasDerivAt_cos φ))).const_mul (a ^ 2 / 2)).fun_add
        ((Real.hasDerivAt_sin φ).const_mul (2 * a * b))).fun_add
        ((hasDerivAt_id' φ).const_mul (b ^ 2))).congr_deriv ?_
      linear_combination (-(a ^ 2 / 2)) * Real.sin_sq_add_cos_sq φ
    have hi : Continuous (fun φ : ℝ => (a * Real.cos φ + b) ^ 2) := by fun_prop
    rw [intervalIntegral.integral_eq_sub_of_hasDerivAt hd (hi.intervalIntegrable _ _)]
    simp only [Real.sin_two_pi, Real.sin_zero]
    ring
  obtain ⟨B, hB⟩ : ∃ B, B = c * θE ^ 2 := ⟨_, rfl⟩
  have hB0 : 0 < B := by rw [hB]; positivity
  have hcos : (c * θE * Real.cos χ) ^ 2 = c * B * (1 - Real.sin χ ^ 2) := by
    rw [hB, ← Real.cos_sq']; ring
  have hne : ∀ t : ℝ, t ^ 2 + B ≠ 0 := fun t => by positivity
  -- the polar integral
  have hd : ∀ t ∈ Set.uIcc 0 α, HasDerivAt
      (fun t : ℝ => π * (Real.sin χ ^ 2 / 2 * Real.log (t ^ 2 + B)
        + (Real.sin χ ^ 2 * (1 / 2 + c) - c) * (B / (t ^ 2 + B))))
      ((π * (t * Real.sin χ) ^ 2 + 2 * π * (c * B * (1 - Real.sin χ ^ 2)))
        / (t ^ 2 + B) ^ 2 * t) t := by
    intro t _
    have h1 := hne t
    have hq : HasDerivAt (fun t : ℝ => t ^ 2 + B) (2 * t) t :=
      ((hasDerivAt_pow 2 t).add_const B).congr_deriv (by norm_num)
    refine ((((hq.log h1).const_mul (Real.sin χ ^ 2 / 2)).fun_add
      (((hasDerivAt_const t B).fun_div hq h1).const_mul
        (Real.sin χ ^ 2 * (1 / 2 + c) - c))).const_mul π).congr_deriv ?_
    field_simp
    ring
  have hi : Continuous (fun t : ℝ =>
      (π * (t * Real.sin χ) ^ 2 + 2 * π * (c * B * (1 - Real.sin χ ^ 2)))
        / (t ^ 2 + B) ^ 2 * t) := by
    refine Continuous.mul (Continuous.div ?_ ?_ (fun t => pow_ne_zero 2 (hne t))) continuous_id
    · fun_prop
    · fun_prop
  have hs : 1 + α ^ 2 / B = (α ^ 2 + B) / B := by
    rw [add_div, div_self hB0.ne']; ring
  have hl : Real.log (1 + α ^ 2 / B) = Real.log (α ^ 2 + B) - Real.log B := by
    rw [hs, Real.log_div (hne α) hB0.ne']
  have hx : α ^ 2 / B / (1 + α ^ 2 / B) = 1 - B / (α ^ 2 + B) := by
    rw [hs, div_div_div_cancel_right₀ hB0.ne', eq_sub_iff_add_eq, ← add_div, div_self (hne α)]
  have h0 : (0 : ℝ) ^ 2 + B = B := by ring
  simp only [collectedLoss, haz, hcos, ← hB]
  rw [intervalIntegral.integral_eq_sub_of_hasDerivAt hd (hi.intervalIntegrable _ _),
    anisotropy_eq c (by positivity), hx, hl, h0, div_self hB0.ne']
  ring

/-- For `θE, c > 0`, a semi-angle `α` is magic exactly when it is positive and the anisotropy
vanishes at `u = α²/(c θE²)`. -/
theorem isMagicAngle_iff {θE c : ℝ} (hθ : 0 < θE) (hc : 0 < c) (α : ℝ) :
    IsMagicAngle θE c α ↔ 0 < α ∧ anisotropy c (α ^ 2 / (c * θE ^ 2)) = 0 := by
  unfold IsMagicAngle
  refine and_congr_right fun _ => ⟨fun h => ?_, fun h χ => ?_⟩
  · -- compare the axis across the beam with the axis along it
    have h1 := h (π / 2)
    rw [collectedLoss_eq hθ hc, collectedLoss_eq hθ hc, Real.sin_pi_div_two,
      Real.sin_zero] at h1
    have h2 := mul_left_cancel₀ Real.pi_ne_zero h1
    linarith
  · rw [collectedLoss_eq hθ hc, collectedLoss_eq hθ hc, h, mul_zero, mul_zero]
```

## A physical beam: \(\gamma\ge1\)

The magic angle is therefore \(\alpha=\theta_E\sqrt{c\,u(c)}\). Since \(\gamma\ge1\) means \(c\le1\), we have \(u(c)\le u(1)<16\), so \(c\,u(c)<16\) and \(\alpha<4\theta_E\). Positive \(\gamma\) alone would not give this bound: at \(c=2\), \(R(16)<5\) forces \(u>16\), and \(\alpha>4\theta_E\).

When \(\gamma\) grows, \(c\) and \(u(c)\) both fall, and so does \(\alpha\). The comparison holds \(\theta_E\) fixed, so it concerns the ratio \(\alpha/\theta_E\).

The three parts of `magic_angle` state existence with uniqueness, the bound, and the decrease. Its auxiliary `key` turns each magic angle into \(\alpha^2=c\,u\,\theta_E^2\); comparing squares of positive numbers then finishes each part.

```lean
/-- For `θE > 0` and each Lorentz factor `γ ≥ 1` there is exactly one magic angle; it is below
`4 θE`, and it strictly decreases as `γ` grows. -/
theorem magic_angle {θE : ℝ} (hθ : 0 < θE) :
    (∀ γ : ℝ, 1 ≤ γ → ∃! α, IsMagicAngle θE (1 / γ ^ 2) α) ∧
    (∀ γ α : ℝ, 1 ≤ γ → IsMagicAngle θE (1 / γ ^ 2) α → α < 4 * θE) ∧
    (∀ γ₁ γ₂ α₁ α₂ : ℝ, 1 ≤ γ₁ → γ₁ < γ₂ → IsMagicAngle θE (1 / γ₁ ^ 2) α₁ →
      IsMagicAngle θE (1 / γ₂ ^ 2) α₂ → α₂ < α₁) := by
  have hpos : ∀ γ : ℝ, 1 ≤ γ → 0 < 1 / γ ^ 2 := fun γ h => by
    have : 0 < γ := by linarith
    positivity
  -- every magic angle satisfies α² = c u θE² with u the root
  have key : ∀ c α : ℝ, 0 < c → IsMagicAngle θE c α →
      0 < α ∧ ∃ u, 0 < u ∧ anisotropy c u = 0 ∧ α ^ 2 = c * u * θE ^ 2 := by
    intro c α hc h
    obtain ⟨hα, h0⟩ := (isMagicAngle_iff hθ hc α).1 h
    refine ⟨hα, _, by positivity, h0, ?_⟩
    field_simp
  refine ⟨fun γ hγ => ?_, fun γ α hγ h => ?_, fun γ₁ γ₂ α₁ α₂ h1 h12 m1 m2 => ?_⟩
  · have hc := hpos γ hγ
    generalize 1 / γ ^ 2 = c at hc ⊢
    obtain ⟨u, ⟨hu, h0⟩, huniq⟩ := existsUnique_root hc
    have hsq : (θE * √(c * u)) ^ 2 = c * u * θE ^ 2 := by
      rw [mul_pow, Real.sq_sqrt (by positivity)]; ring
    have hα : 0 < θE * √(c * u) := mul_pos hθ (Real.sqrt_pos.2 (by positivity))
    refine ⟨θE * √(c * u), (isMagicAngle_iff hθ hc _).2 ⟨hα, ?_⟩, fun β hβ => ?_⟩
    · have e : c * u * θE ^ 2 / (c * θE ^ 2) = u := by field_simp
      rw [hsq, e, h0]
    · obtain ⟨hβ0, v, hv, hv0, hβ2⟩ := key c β hc hβ
      rw [huniq v ⟨hv, hv0⟩, ← hsq] at hβ2
      exact (sq_eq_sq₀ hβ0.le hα.le).1 hβ2
  · have hc := hpos γ hγ
    have hc1 : 1 / γ ^ 2 ≤ 1 := by
      rw [div_le_one (by positivity)]
      nlinarith
    generalize 1 / γ ^ 2 = c at hc hc1 h
    obtain ⟨_, u, hu, h0, hα2⟩ := key c α hc h
    -- for c ≤ 1 the root is at most the root at c = 1, which is below 16
    have hu16 : u < 16 := by
      rcases hc1.lt_or_eq with hlt | heq
      · obtain ⟨w, ⟨hw, hw0⟩, _⟩ := existsUnique_root one_pos
        exact (root_strictMono hu hw h0 hw0 hlt).trans (root_one_bounds hw hw0).2
      · rw [heq] at h0
        exact (root_one_bounds hu h0).2
    have hcu : c * u < 16 := by nlinarith
    have h2 : α ^ 2 < (4 * θE) ^ 2 := by
      have := mul_lt_mul_of_pos_right hcu (pow_pos hθ 2)
      rw [hα2]
      linarith
    exact lt_of_pow_lt_pow_left₀ 2 (by positivity) h2
  · have hc1 := hpos γ₁ h1
    have hc2 := hpos γ₂ (by linarith)
    have hlt : 1 / γ₂ ^ 2 < 1 / γ₁ ^ 2 :=
      one_div_lt_one_div_of_lt (by positivity) (by nlinarith)
    obtain ⟨p1, u₁, hu1, z1, e1⟩ := key _ α₁ hc1 m1
    obtain ⟨_, u₂, hu2, z2, e2⟩ := key _ α₂ hc2 m2
    have hu := root_strictMono hu2 hu1 z2 z1 hlt
    have h2 : α₂ ^ 2 < α₁ ^ 2 := by
      rw [e1, e2]
      exact mul_lt_mul_of_pos_right (mul_lt_mul'' hlt hu hc2.le hu2.le) (pow_pos hθ 2)
    exact lt_of_pow_lt_pow_left₀ 2 p1.le h2

end

end EnergyLossMagicAngle
```

```lean
#print axioms EnergyLossMagicAngle.magic_angle
```

```
'EnergyLossMagicAngle.magic_angle' depends on axioms: [propext, Classical.choice, Quot.sound]
```

## A 200 keV beam and the ultrarelativistic limit

In a core-loss simulation with this single-axis dipole model, the result fixes, for each energy loss, the aperture at which the computed intensity does not depend on specimen tilt. Since \(\theta_E\) is proportional to \(E\), this aperture changes across an edge. At 200 keV, \(\gamma\approx1.391\) and \(c\approx0.517\). Solving \(R(u)=2.033\) numerically gives \(u\approx4.14\), hence \(\alpha\approx1.46\,\theta_E\).

For \(\gamma\to\infty\), the expansion \(R(u)\approx1+u/2\) suggests \(u\approx4c\) and \(\alpha\approx2\theta_E/\gamma^2\); this estimate and the 200 keV figures are ordinary calculation, separate from the Lean proof.
